# With Fermi-Dirac occupations at fixed T > 0, positive weights and electron count, the Fermi level moves by no more than the largest level shift

A self-consistent band-structure calculation diagonalises its Hamiltonian again in every cycle. The band energies change a little each time, and the Fermi level has to be found anew so that the occupations add up to the same number of electrons. If no band energy has changed by more than 10 meV, can the Fermi level have jumped by 50 meV? This might seem possible near a band edge, where few states are available and a small change in the count calls for a large change in the Fermi level.

It can't happen if the occupations are Fermi-Dirac at positive temperature, all weights are positive, and the weights, temperature and electron count stay the same. For a finite set of independent-particle levels, an error of at most d in every band energy then gives an error of at most d in the Fermi level. The sections below take the hypotheses in turn.

## A finite list of levels with Fermi-Dirac occupations

Let i label the sampled states, for example pairs of k-point and band. State i has energy ε_i and weight w_i, the k-point weight times any spin degeneracy. The temperature T is in units of energy, and μ is the chemical potential, called the Fermi level here as in most codes. The occupation and the electron count are

f(ε, μ) = 1 / (exp((ε − μ)/T) + 1)

n(μ) = Σ_i w_i f(ε_i, μ).

A second spectrum ε'_i, with the same labels and weights, has the count n'(μ') at its own Fermi level μ'.

```lean
import Mathlib

open Filter Topology

namespace FermiLevelStability

noncomputable section

/-- Fermi-Dirac occupation of a level of energy `ε` at chemical potential `μ` and
temperature `T ≠ 0`, with `T` in units of energy. -/
def occupation (T ε μ : ℝ) : ℝ := 1 / (Real.exp ((ε - μ) / T) + 1)

/-- Electron count of the levels `ε i` with sampling weights `w i` at chemical potential `μ`
and temperature `T ≠ 0`. -/
def electronCount {ι : Type*} [Fintype ι] (T : ℝ) (w ε : ι → ℝ) (μ : ℝ) : ℝ :=
  ∑ i, w i * occupation T (ε i) μ
```

In Lean the labels form a finite type `ι`, and the energies and weights are functions `ι → ℝ`. The two counts are `electronCount T w ε μ` and `electronCount T w ε' μ'`. The energies are given numbers: nothing is assumed about the Hamiltonian behind them, and the convergence of the k-point mesh is not addressed.

The Fermi-Dirac form matters because it is monotone. First-order Methfessel-Paxton smearing is not, and with it a single level can have the same occupation at two different values of μ.

## Positive temperature makes the occupation strictly decreasing

The hypothesis `hT : 0 < T` stands for a real thermal or smearing width. By hand it enters at the first step. Suppose a level lies higher relative to its chemical potential in the second spectrum:

ε − μ < ε' − μ'.

Dividing by T > 0 keeps the order, and so does the exponential. Adding 1 gives two positive denominators in the same order, and taking reciprocals reverses it:

f(ε', μ') < f(ε, μ).

```lean
/-- A level that lies higher relative to its chemical potential is less occupied. -/
theorem occupation_lt {T ε ε' μ μ' : ℝ} (hT : 0 < T) (h : ε - μ < ε' - μ') :
    occupation T ε' μ' < occupation T ε μ := by
  unfold occupation
  have h1 : Real.exp ((ε - μ) / T) < Real.exp ((ε' - μ') / T) :=
    Real.exp_lt_exp.mpr (div_lt_div_of_pos_right h hT)
  exact one_div_lt_one_div_of_lt (by positivity) (by linarith)
```

The proof follows the same path: `div_lt_div_of_pos_right` is the division by T, `Real.exp_lt_exp` the exponential, and `one_div_lt_one_div_of_lt` the reciprocal.

In the limit T → 0 the occupation becomes a step. In an insulator, every μ inside the gap then gives the same count, so two choices of μ for one and the same spectrum differ although no level has moved.

Both spectra must also have the same T. A single level with fixed occupation f between 0 and 1 has μ = ε + T ln(f/(1 − f)), which changes with T unless f = 1/2, even if ε stays where it is.

## Positive weights carry the monotonicity over to the count

The hypothesis `hw : ∀ i, 0 < w i` says that every listed state can hold electrons. Suppose that no level moves down relative to the chemical potential and that some level k moves up:

ε_i − μ ≤ ε'_i − μ' for all i, and ε_k − μ < ε'_k − μ'.

Where the two sides are equal, the occupations are equal. Where the inequality is strict, the occupation drops, and multiplying by w_i > 0 preserves this. Hence no term of the sum grows and term k shrinks, so that

n'(μ') < n(μ).

```lean
/-- If no level moves down relative to the chemical potential and at least one moves up,
the electron count drops. -/
theorem electronCount_lt {ι : Type*} [Fintype ι] {T μ μ' : ℝ} {w ε ε' : ι → ℝ}
    (hT : 0 < T) (hw : ∀ i, 0 < w i) (h : ∀ i, ε i - μ ≤ ε' i - μ')
    (hs : ∃ i, ε i - μ < ε' i - μ') :
    electronCount T w ε' μ' < electronCount T w ε μ := by
  unfold electronCount
  obtain ⟨k, hk⟩ := hs
  refine Finset.sum_lt_sum (fun i _ => ?_)
    ⟨k, Finset.mem_univ k, mul_lt_mul_of_pos_left (occupation_lt hT hk) (hw k)⟩
  rcases (h i).eq_or_lt with he | hl
  · unfold occupation
    rw [he]
  · exact (mul_lt_mul_of_pos_left (occupation_lt hT hl) (hw i)).le
```

`Finset.sum_lt_sum` needs exactly these two facts, a weak inequality for every term and a strict one for some term. The case split `eq_or_lt` separates the levels that keep their relative position from those that rise.

With weights of mixed sign the conclusion can fail: two levels of equal energy with weights 1 and −1 give a count of zero at every μ. A level of weight zero could rise alone without changing the count. K-points that are added with zero weight, only to read off band energies, therefore have to be left out of `ι`. The weights must also be the same for both spectra, since reweighting alone can change the count and so the Fermi level.

## Equal counts hold the Fermi level between two level shifts

The hypothesis `hN` is charge conservation: n(μ) = n'(μ'). Together with T > 0, positive weights and at least one level, it gives a statement sharper than the bound by d. There are labels i and j with

ε'_i − ε_i ≤ μ' − μ ≤ ε'_j − ε_j.

Suppose that no such i exists. Then every level rises by more than the Fermi level does, so ε_i − μ < ε'_i − μ' for all i. By the previous step n'(μ') < n(μ), which contradicts the equal counts. Suppose instead that no such j exists. Then every level lags behind the Fermi level, and the same step with the two spectra exchanged gives n(μ) < n'(μ'), again a contradiction.

```lean
/-- At fixed weights, temperature and electron count, some level rises by no more than the Fermi
level does, and some level, possibly the same one, rises by no less. -/
theorem fermiLevel_shift_between {ι : Type*} [Fintype ι] [Nonempty ι] {T μ μ' : ℝ}
    {w ε ε' : ι → ℝ} (hT : 0 < T) (hw : ∀ i, 0 < w i)
    (hN : electronCount T w ε μ = electronCount T w ε' μ') :
    (∃ i, ε' i - ε i ≤ μ' - μ) ∧ ∃ j, μ' - μ ≤ ε' j - ε j := by
  obtain ⟨k⟩ := ‹Nonempty ι›
  constructor
  · -- otherwise every level outruns the Fermi level and electrons are lost
    by_contra hc
    have h : ∀ i, μ' - μ < ε' i - ε i := fun i => lt_of_not_ge fun hi => hc ⟨i, hi⟩
    have hlt := electronCount_lt (μ := μ) (μ' := μ') (ε := ε) (ε' := ε') hT hw
      (fun i => by linarith [h i]) ⟨k, by linarith [h k]⟩
    linarith
  · -- otherwise every level lags behind the Fermi level and electrons are gained
    by_contra hc
    have h : ∀ i, ε' i - ε i < μ' - μ := fun i => lt_of_not_ge fun hi => hc ⟨i, hi⟩
    have hlt := electronCount_lt (μ := μ') (μ' := μ) (ε := ε') (ε' := ε) hT hw
      (fun i => by linarith [h i]) ⟨k, by linarith [h k]⟩
    linarith
```

Each half of the proof is one of these contradictions. `electronCount_lt` is applied first in the given order and then with the primed and unprimed quantities swapped, and `linarith` sets the result against `hN`.

`Nonempty ι` supplies the level k at which the inequality is strict. With no levels at all, both counts are zero for every μ and μ', and nothing ties the two together. With exactly one level, i and j coincide and the Fermi level follows that level exactly.

Without equal counts the bound fails at once, because adding electrons to unchanged levels raises μ.

## A bound d on every level bounds the Fermi level

The hypothesis `hd` says that |ε_i − ε'_i| ≤ d for every i. Physically, d is the largest change or error allowed in any band energy. Inserting it at the two ends of the previous inequality gives

−d ≤ ε'_i − ε_i ≤ μ' − μ ≤ ε'_j − ε_j ≤ d,

and therefore |μ − μ'| ≤ d.

```lean
/-- If no level changes by more than `d`, then at fixed weights, temperature and electron
count the Fermi level changes by at most `d`. -/
theorem abs_fermiLevel_sub_le {ι : Type*} [Fintype ι] [Nonempty ι] {T μ μ' d : ℝ}
    {w ε ε' : ι → ℝ} (hT : 0 < T) (hw : ∀ i, 0 < w i)
    (hN : electronCount T w ε μ = electronCount T w ε' μ')
    (hd : ∀ i, |ε i - ε' i| ≤ d) : |μ - μ'| ≤ d := by
  obtain ⟨⟨i, hi⟩, j, hj⟩ := fermiLevel_shift_between hT hw hN
  have h1 := abs_le.mp (hd i)
  have h2 := abs_le.mp (hd j)
  exact abs_le.mpr ⟨by linarith [h2.1], by linarith [h1.2]⟩
```

Read in words, `abs_fermiLevel_sub_le` says: for a nonempty finite set of levels with positive weights, a common T > 0 and equal electron counts, a bound d on all level changes is also a bound on the change of the Fermi level. The proof takes i and j from `fermiLevel_shift_between` and unfolds the absolute values with `abs_le`.

The bound on the levels is needed for all of them, including those far from μ. If one level rises by more than d and all the others by exactly d, the count at μ + d is still too low, and the Fermi level rises by more than d. A small average shift would not be enough, since a few levels near μ can move far while many others stay put.

## The full shift d is reached only by a rigid shift

For the equality case, again with T > 0, positive weights and equal counts, a one-sided hypothesis on the levels is enough: no level rises by more than d, so ε'_i ≤ ε_i + d for all i. The Fermi level then rises by exactly d if and only if every level does.

Suppose μ' = μ + d but some level k lags, ε'_k < ε_k + d. Subtracting μ' = μ + d gives

ε'_i − μ' ≤ ε_i − μ for all i, strictly for i = k.

The monotonicity of the count then yields n(μ) < n'(μ'), against the equal counts. Conversely, if every level rises by d, both ends of the inequality for μ' − μ equal d, and so does μ' − μ.

```lean
/-- When no level rises by more than `d`, the Fermi level at fixed electron count rises by
exactly `d` if and only if every level does. -/
theorem fermiLevel_shift_eq_iff {ι : Type*} [Fintype ι] [Nonempty ι] {T μ μ' d : ℝ}
    {w ε ε' : ι → ℝ} (hT : 0 < T) (hw : ∀ i, 0 < w i)
    (hN : electronCount T w ε μ = electronCount T w ε' μ')
    (hd : ∀ i, ε' i ≤ ε i + d) : μ' = μ + d ↔ ∀ i, ε' i = ε i + d := by
  constructor
  · intro hμ i
    by_contra hne
    have hlt : ε' i < ε i + d := lt_of_le_of_ne (hd i) hne
    -- a single lagging level would already raise the electron count
    have hc := electronCount_lt (μ := μ') (μ' := μ) (ε := ε') (ε' := ε) hT hw
      (fun j => by linarith [hd j]) ⟨i, by linarith⟩
    linarith
  · intro h
    obtain ⟨⟨i, hi⟩, j, hj⟩ := fermiLevel_shift_between hT hw hN
    linarith [h i, h j]
```

The two branches of `constructor` are these two directions. A rigid shift is what a change in the zero of energy produces, and the Fermi level follows it exactly.

Without the one-sided bound the equivalence can fail as soon as there are two levels. Some levels can rise by more than d and others by less, in such proportions that the Fermi level still rises by exactly d.

## An electron number strictly between empty and full has one Fermi level

So far μ and μ' were given. For T > 0 and positive weights they exist whenever the electron number N satisfies

0 < N < Σ_i w_i,

which means that the listed states are neither all empty nor all full. As μ → +∞, exp((ε − μ)/T) → 0 and the occupation tends to 1. As μ → −∞, the exponential diverges and the occupation tends to 0.

```lean
/-- A level is filled completely as the chemical potential goes to plus infinity and emptied
as it goes to minus infinity. -/
theorem occupation_limits {T : ℝ} (hT : 0 < T) (ε : ℝ) :
    Tendsto (occupation T ε) atTop (𝓝 1) ∧ Tendsto (occupation T ε) atBot (𝓝 0) := by
  constructor
  · have h1 : Tendsto (fun μ : ℝ => ε - μ) atTop atBot := by
      simp only [sub_eq_add_neg]
      exact tendsto_atBot_add_const_left atTop ε tendsto_neg_atTop_atBot
    have h2 : Tendsto (fun μ : ℝ => Real.exp ((ε - μ) / T)) atTop (𝓝 0) :=
      Real.tendsto_exp_atBot.comp (h1.atBot_div_const hT)
    have h3 : Tendsto (occupation T ε) atTop (𝓝 (1 / (0 + 1))) :=
      tendsto_const_nhds.div (h2.add_const 1) (by norm_num)
    have h4 : (1 : ℝ) / (0 + 1) = 1 := by norm_num
    rwa [h4] at h3
  · have h1 : Tendsto (fun μ : ℝ => ε - μ) atBot atTop := by
      simp only [sub_eq_add_neg]
      exact tendsto_atTop_add_const_left atBot ε tendsto_neg_atBot_atTop
    have h2 : Tendsto (fun μ : ℝ => Real.exp ((ε - μ) / T)) atBot atTop :=
      Real.tendsto_exp_atTop.comp (h1.atTop_div_const hT)
    exact tendsto_const_nhds.div_atTop (tendsto_atTop_add_const_right atBot 1 h2)
```

Summed with the weights, the count tends to Σ_i w_i at one end and to 0 at the other. There are thus values a and b with n(a) < N < n(b). The count is continuous, being a finite sum of continuous functions, so the intermediate value theorem gives a μ with n(μ) = N. If ν is another solution, compare the spectrum with itself: d = 0 is allowed, and |ν − μ| ≤ 0.

```lean
/-- Every electron number strictly between zero and the total weight is reached at exactly
one Fermi level. -/
theorem existsUnique_fermiLevel {ι : Type*} [Fintype ι] [Nonempty ι] {T N : ℝ}
    {w : ι → ℝ} (ε : ι → ℝ) (hT : 0 < T) (hw : ∀ i, 0 < w i)
    (h0 : 0 < N) (h1 : N < ∑ i, w i) : ∃! μ, electronCount T w ε μ = N := by
  have hcont : Continuous (electronCount T w ε) := by
    unfold electronCount occupation
    refine continuous_finsetSum _ fun i _ => continuous_const.mul ?_
    exact continuous_const.div (by fun_prop) (fun μ => by positivity)
  have htop : Tendsto (electronCount T w ε) atTop (𝓝 (∑ i, w i * 1)) :=
    tendsto_finsetSum _ fun i _ => (occupation_limits hT (ε i)).1.const_mul (w i)
  have hbot : Tendsto (electronCount T w ε) atBot (𝓝 (∑ i, w i * 0)) :=
    tendsto_finsetSum _ fun i _ => (occupation_limits hT (ε i)).2.const_mul (w i)
  simp only [mul_one] at htop
  simp only [mul_zero, Finset.sum_const_zero] at hbot
  obtain ⟨a, ha⟩ := (hbot.eventually_lt_const h0).exists
  obtain ⟨b, hb⟩ := (htop.eventually_const_lt h1).exists
  -- existence by the intermediate value theorem, uniqueness by stability with `d = 0`
  obtain ⟨μ, hμ⟩ := mem_range_of_exists_le_of_exists_ge hcont ⟨a, ha.le⟩ ⟨b, hb.le⟩
  refine ⟨μ, hμ, fun ν hν => ?_⟩
  have h := abs_le.mp (abs_fermiLevel_sub_le (d := 0) hT hw (hν.trans hμ.symm)
    (fun i => by simp))
  linarith [h.1, h.2]

end

end FermiLevelStability
```

In the proof, `hbot` and `htop` are the two limits, `mem_range_of_exists_le_of_exists_ge` is the intermediate value theorem, and `abs_fermiLevel_sub_le` with `d := 0` gives uniqueness. Two spectra with the same weights can therefore always be brought to a common count.

At the end points there is no solution, since every occupation lies strictly between 0 and 1 at finite μ. A calculation on an insulator that includes only the filled bands has N = Σ_i w_i, and so has no finite Fermi level at T > 0.

```lean
#print axioms FermiLevelStability.fermiLevel_shift_between
#print axioms FermiLevelStability.fermiLevel_shift_eq_iff
#print axioms FermiLevelStability.existsUnique_fermiLevel
```

```
'FermiLevelStability.fermiLevel_shift_between' depends on axioms: [propext, Classical.choice, Quot.sound]
'FermiLevelStability.fermiLevel_shift_eq_iff' depends on axioms: [propext, Classical.choice, Quot.sound]
'FermiLevelStability.existsUnique_fermiLevel' depends on axioms: [propext, Classical.choice, Quot.sound]
```

## Bracketing the root from one cycle to the next

A code can solve n(μ) = N by bisection after each diagonalisation. Let the occupations be Fermi-Dirac at T > 0 and the weights positive. If μ is the exact Fermi level of the previous cycle, and the k-points, bands, weights, T and N are unchanged, the new one lies in the interval

[μ + min_i (ε'_i − ε_i), μ + max_i (ε'_i − ε_i)].

Widened at both ends by the numerical error in μ, this is a ready starting bracket, and it costs one pass over the old and new eigenvalues. The same interval serves as a check. If each of the two Fermi levels is computed to within an energy δ, the reported new one can lie outside the interval by at most 2δ. A larger excess means that one of the inputs has changed between the cycles or that one of the two searches has missed this accuracy. A search that stops once the count is close to N does not by itself guarantee a small δ: well inside a gap much wider than T the count hardly depends on μ, and the error in μ can be large.
